# A quadratic Hamiltonian multiplies a Gaussian by a polynomial of degree at most two

The declaration `hamiltonian_gaussian` concerns the Hamiltonian H = −Δ/2 + x·W²x/2 in finitely many real coordinates, acting on the unnormalised Gaussian exp(−x·Ax/2). For A real symmetric and W any real square matrix, it states that at every point x the result is the Gaussian times tr(A)/2 + x·(W² − A²)x/2. The proof computes the first partial derivatives of the Gaussian (`h1`), then the second (`h2`), which should be ((Ax)ᵢ² − Aᵢᵢ) times the Gaussian. It then sums over the coordinates, using `h3` to write the sum of the (Ax)ᵢ² as x·A²x.

The first attempt, which Lean rejects:

```lean
import Mathlib

open Matrix MeasureTheory

namespace HamiltonianGaussian

noncomputable section

variable {n : Type*} [Fintype n] [DecidableEq n] {A W : Matrix n n ℝ}

/-- The Gaussian `exp(-x·Ax/2)` with exponent matrix `A`. -/
def gaussian (A : Matrix n n ℝ) (x : n → ℝ) : ℝ := Real.exp (-(x ⬝ᵥ A *ᵥ x) / 2)

/-- The partial derivative along coordinate `i`. -/
def partialD (i : n) (f : (n → ℝ) → ℝ) (x : n → ℝ) : ℝ := lineDeriv ℝ f x (Pi.single i 1)

/-- The oscillator Hamiltonian `H = -Δ/2 + x·W²x/2` applied pointwise to a twice differentiable wave
function. -/
def hamiltonian (W : Matrix n n ℝ) (ψ : (n → ℝ) → ℝ) (x : n → ℝ) : ℝ :=
  -(1 / 2) * ∑ i, partialD i (partialD i ψ) x + (x ⬝ᵥ (W * W) *ᵥ x) / 2 * ψ x

omit [DecidableEq n] in
/-- The bilinear form of a real symmetric matrix is symmetric. -/
theorem form_comm (hA : A.IsHermitian) (x y : n → ℝ) : x ⬝ᵥ A *ᵥ y = y ⬝ᵥ A *ᵥ x := by
  rw [Matrix.dotProduct_mulVec, ← mulVec_transpose, ← conjTranspose_eq_transpose_of_trivial,
    hA.eq, dotProduct_comm]

omit [DecidableEq n] in
/-- The derivative along `v` of `(c + u·x) exp(-x·Ax/2)`, for symmetric `A`. -/
theorem gaussian_deriv (hA : A.IsHermitian) (c : ℝ) (u x v : n → ℝ) :
    HasLineDerivAt ℝ (fun y => (c + u ⬝ᵥ y) * gaussian A y)
      ((u ⬝ᵥ v - (c + u ⬝ᵥ x) * (v ⬝ᵥ A *ᵥ x)) * gaussian A x) x v := by
  have hq : ∀ t : ℝ, gaussian A (x + t • v) = Real.exp (-(x ⬝ᵥ A *ᵥ x
      + t * (2 * (v ⬝ᵥ A *ᵥ x)) + t * t * (v ⬝ᵥ A *ᵥ v)) / 2) := by
    intro t
    simp only [gaussian, mulVec_add, mulVec_smul, dotProduct_add, add_dotProduct,
      smul_dotProduct, dotProduct_smul, smul_eq_mul, form_comm hA x v]
    congr 1
    ring
  have h0 := hasDerivAt_id' (0 : ℝ)
  have hl := (h0.mul_const (u ⬝ᵥ v)).const_add (c + u ⬝ᵥ x)
  have hd := ((((h0.mul_const (2 * (v ⬝ᵥ A *ᵥ x))).const_add (x ⬝ᵥ A *ᵥ x)).fun_add
    ((h0.fun_mul h0).mul_const (v ⬝ᵥ A *ᵥ v))).fun_neg.div_const 2).exp
  have h : HasDerivAt (fun t : ℝ => (c + u ⬝ᵥ (x + t • v)) * gaussian A (x + t • v))
      ((u ⬝ᵥ v - (c + u ⬝ᵥ x) * (v ⬝ᵥ A *ᵥ x)) * gaussian A x) 0 := by
    simp only [hq, dotProduct_add, dotProduct_smul, smul_eq_mul, ← add_assoc]
    refine (hl.fun_mul hd).congr_deriv ?_
    simp only [gaussian, zero_mul, mul_zero, add_zero]
    ring
  exact h

/-- For symmetric `A`, `H` multiplies the Gaussian by `tr(A)/2 + x·(W² - A²)x/2`. -/
theorem hamiltonian_gaussian (hA : A.IsHermitian) (W : Matrix n n ℝ) (x : n → ℝ) :
    hamiltonian W (gaussian A) x
      = (trace A / 2 + (x ⬝ᵥ (W * W - A * A) *ᵥ x) / 2) * gaussian A x := by
  have h1 : ∀ i, partialD i (gaussian A) = fun y => (0 + (-A i) ⬝ᵥ y) * gaussian A y := by
    intro i
    funext y
    have h := (gaussian_deriv hA 1 0 y (Pi.single i 1)).lineDeriv
    simp only [zero_dotProduct, add_zero, one_mul, zero_sub, single_dotProduct] at h
    refine h.trans ?_
    rw [zero_add, neg_dotProduct]
    rfl
  have h2 : ∀ i, partialD i (partialD i (gaussian A)) x
      = ((A *ᵥ x) i * (A *ᵥ x) i - A i i) * gaussian A x := by
    intro i
    have hr : A i ⬝ᵥ x = (A *ᵥ x) i := rfl
    rw [h1, partialD, (gaussian_deriv hA 0 (-A i) x (Pi.single i 1)).lineDeriv]
    simp only [neg_dotProduct, dotProduct_single, single_dotProduct, hr]
    ring
  have h3 : ∑ i, (A *ᵥ x) i * (A *ᵥ x) i = x ⬝ᵥ (A * A) *ᵥ x := by
    rw [← mulVec_mulVec, form_comm hA x (A *ᵥ x)]
    rfl
  simp only [hamiltonian, h2, ← Finset.sum_mul, Finset.sum_sub_distrib, h3, sub_mulVec,
    dotProduct_sub, trace, diag_apply]
  ring

end

end HamiltonianGaussian
```

Messages:

```
Try this:
  [apply] ring_nf
  
  The `ring` tactic failed to close the goal. Use `ring_nf` to obtain a normal form.
    
  Note that `ring` works primarily in *commutative* rings. If you have a noncommutative ring, abelian group or module, consider using `noncomm_ring`, `abel` or `module` instead.
Main.lean:65:60: error: unsolved goals
n : Type u_1
inst✝¹ : Fintype n
inst✝ : DecidableEq n
A : Matrix n n ℝ
hA : A.IsHermitian
W : Matrix n n ℝ
x : n → ℝ
h1 : ∀ (i : n), partialD i (gaussian A) = fun y => (0 + -A i ⬝ᵥ y) * gaussian A y
i : n
hr : A i ⬝ᵥ x = (A *ᵥ x) i
⊢ (-A i) i * gaussian A x + (A *ᵥ x) i ^ 2 * gaussian A x = (A *ᵥ x) i ^ 2 * gaussian A x - gaussian A x * A i i
```

The error is in `h2`. Both messages come from its closing `ring`, which fails and leaves the goal shown; the suggested `ring_nf` would not close it either.

The two sides of that goal differ only in that the left has `(-A i) i` where the right has `A i i` with a minus sign. The first is the row `-A i`, negated as a function, evaluated at `i`. It arises when `dotProduct_single` evaluates the dot product of `-A i` with `Pi.single i 1`. Once the dot product is gone, `neg_dotProduct` can no longer bring the sign out, and no other lemma in the `simp only` list does so. The two expressions are equal, but `ring` does not look inside a function application: it treats `(-A i) i` as an atom unrelated to `A i i`.

The repair adds `Pi.neg_apply` to the `simp only` list. This lemma says that a negated function is evaluated by negating its value, so `(-A i) i` becomes `-A i i`, and `ring` can then close the goal.

Lean accepts the file once it reads:

```diff
@@ -67,5 +67,5 @@
     have hr : A i ⬝ᵥ x = (A *ᵥ x) i := rfl
     rw [h1, partialD, (gaussian_deriv hA 0 (-A i) x (Pi.single i 1)).lineDeriv]
-    simp only [neg_dotProduct, dotProduct_single, single_dotProduct, hr]
+    simp only [neg_dotProduct, dotProduct_single, single_dotProduct, hr, Pi.neg_apply]
     ring
   have h3 : ∑ i, (A *ᵥ x) i * (A *ᵥ x) i = x ⬝ᵥ (A * A) *ᵥ x := by
```
